# Sixth-power bounds on the fall of vdW-DF C6 coefficients with the gradient coefficient at fixed density

When a calculation is moved from vdW-DF1 to vdW-DF2, the C6 coefficient of two fragments can be recomputed from the densities already stored, with only the gradient coefficient z of the nonlocal correlation changed. The two numbers can then be checked against each other. If z rises from z₁ > 0 to z₂ and at least one of the densities has a gradient somewhere, the new C6 must be smaller than the old one, and larger than (z₁/z₂)⁶ times the old one. This holds for fixed densities on finite grids, with the asymptotic vdW-DF pair form described below and no upper cap on the local wave numbers that enter it.

In Lean 4 with Mathlib:

```lean
import Mathlib

open Finset

namespace VdWDFGradientCoefficient

noncomputable section
```

## Grid points with a density and a local wave number

In vdW-DF each point of space carries a local wave number q, which sets how strongly the density there responds. It is the sum of a gradient-free part and a part proportional to z:

q_i(z) = a_i + z b_i

Here i labels a grid point. With k_F the local Fermi wave number and s_i the reduced density gradient, a_i is k_F times the ratio of the LDA exchange-correlation energy per electron to the exchange part alone, and b_i is k_F s_i². Hence a_i > 0 wherever there is density, and b_i ≥ 0, with b_i = 0 where the gradient vanishes. The weight n_i > 0 is the density times the volume element of the point.

A `Fragment` holds these three real-valued functions on an index type `ι`, together with their sign conditions. Points of zero density are left out of the grid. The formulas for a_i and b_i in terms of the density are not encoded, so the results hold for any numbers with these signs.

```lean
/-- A fragment on a grid: density weights `n`, the gradient-free part `a` of the local
wave number, and the part `b` that multiplies the gradient coefficient. -/
structure Fragment (ι : Type*) where
  n : ι → ℝ
  a : ι → ℝ
  b : ι → ℝ
  n_pos : ∀ i, 0 < n i
  a_pos : ∀ i, 0 < a i
  b_nonneg : ∀ i, 0 ≤ b i
```

The wave number is then a function of z and the point, written `A.q z i` for a fragment `A`.

```lean
/-- The local wave number `q_i(z) = a_i + z b_i` at gradient coefficient `z`. -/
def Fragment.q {ι : Type*} (A : Fragment ι) (z : ℝ) (i : ι) : ℝ := A.a i + z * A.b i
```

## The pair contribution and its double sum

At large separation R, the vdW-DF kernel for two points with wave numbers x and y falls off as R⁻⁶, with a strength proportional to

k(x, y) = 1 / (x² y² (x² + y²))

This asymptotic form is taken as the starting point and is not derived from the full kernel.

```lean
/-- The contribution of two grid points of unit weight with nonzero local wave numbers `x` and `y`
to the C6 coefficient, up to the universal prefactor. -/
def kernel (x y : ℝ) : ℝ := 1 / (x ^ 2 * y ^ 2 * (x ^ 2 + y ^ 2))
```

For the second fragment B, write m_j for the weights and p_j(z) for the wave numbers. Up to a universal positive prefactor, which leaves the inequalities unchanged,

C(z) = Σ_i Σ_j n_i m_j k(q_i(z), p_j(z))

In `C6 A B z` the two fragments may have different grids, both finite. The weights do not depend on z, so the self-consistent response of the density to a new functional is not included. Nor is the upper cap on q that some implementations impose.

```lean
/-- The C6 coefficient of two fragments at gradient coefficient `z ≥ 0`, up to the
universal prefactor. -/
def C6 {ι κ : Type*} [Fintype ι] [Fintype κ] (A : Fragment ι) (B : Fragment κ) (z : ℝ) : ℝ :=
  ∑ i, ∑ j, A.n i * B.n j * kernel (A.q z i) (B.q z j)
```

## Larger wave numbers give a smaller contribution

Let 0 < x ≤ x′ and 0 < y ≤ y′, with at least one of the two inequalities strict. Then x² + y² < x′² + y′² and x² y² ≤ x′² y′², so

x² y² (x² + y²) < x² y² (x′² + y′²) ≤ x′² y′² (x′² + y′²)

Taking reciprocals gives k(x′, y′) < k(x, y). The `calc` block is this chain, and `one_div_lt_one_div_of_lt` takes the reciprocals.

```lean
/-- For positive wave numbers, the pair contribution falls strictly when one of them grows and the
other does not shrink. -/
theorem kernel_lt {x y x' y' : ℝ} (hx : 0 < x) (hy : 0 < y) (hxx : x ≤ x') (hyy : y ≤ y')
    (h : x < x' ∨ y < y') : kernel x' y' < kernel x y := by
  have h1 : x ^ 2 ≤ x' ^ 2 := pow_le_pow_left₀ hx.le hxx 2
  have h2 : y ^ 2 ≤ y' ^ 2 := pow_le_pow_left₀ hy.le hyy 2
  have hsum : x ^ 2 + y ^ 2 < x' ^ 2 + y' ^ 2 := by
    rcases h with h | h
    · linarith [pow_lt_pow_left₀ h hx.le two_ne_zero]
    · linarith [pow_lt_pow_left₀ h hy.le two_ne_zero]
  unfold kernel
  apply one_div_lt_one_div_of_lt (by positivity)
  calc x ^ 2 * y ^ 2 * (x ^ 2 + y ^ 2)
      < x ^ 2 * y ^ 2 * (x' ^ 2 + y' ^ 2) := mul_lt_mul_of_pos_left hsum (by positivity)
    _ ≤ x' ^ 2 * y' ^ 2 * (x' ^ 2 + y' ^ 2) := by gcongr
```

## Scaling both wave numbers

The denominator of k has degree six. For s ≠ 0,

(sx)² (sy)² ((sx)² + (sy)²) = s⁶ x² y² (x² + y²)

and therefore

s⁶ k(sx, sy) = k(x, y)

In the proof, `ring` checks the first identity and the rest cancels s⁶.

```lean
/-- The pair contribution is homogeneous of degree minus six in the wave numbers. -/
theorem kernel_scale {s : ℝ} (hs : s ≠ 0) (x y : ℝ) :
    s ^ 6 * kernel (s * x) (s * y) = kernel x y := by
  have h : (s * x) ^ 2 * (s * y) ^ 2 * ((s * x) ^ 2 + (s * y) ^ 2)
      = s ^ 6 * (x ^ 2 * y ^ 2 * (x ^ 2 + y ^ 2)) := by ring
  unfold kernel
  rw [h, one_div, mul_inv, mul_inv_cancel_left₀ (pow_ne_zero 6 hs), one_div]
```

## The wave number grows more slowly than z

For z ≥ 0 the wave number is at least a_i, hence positive.

```lean
/-- The local wave number is positive for a non-negative gradient coefficient. -/
theorem q_pos {ι : Type*} (A : Fragment ι) {z : ℝ} (hz : 0 ≤ z) (i : ι) : 0 < A.q z i := by
  have h := mul_nonneg hz (A.b_nonneg i)
  unfold Fragment.q
  linarith [A.a_pos i]
```

Now let 0 < z₁ < z₂ and s = z₁/z₂, so that s < 1 and s z₂ = z₁. Then

s q_i(z₂) = s a_i + z₁ b_i < a_i + z₁ b_i = q_i(z₁)

The strict step uses a_i > 0: the gradient-free part does not grow with z, so q_i grows by a smaller factor than z does.

```lean
/-- The local wave number grows by a smaller factor than the gradient coefficient. -/
theorem q_scale_lt {ι : Type*} (A : Fragment ι) {z₁ z₂ : ℝ} (h₁ : 0 < z₁) (h : z₁ < z₂)
    (i : ι) : z₁ / z₂ * A.q z₂ i < A.q z₁ i := by
  have h₂ : 0 < z₂ := h₁.trans h
  have hs : z₁ / z₂ < 1 := (div_lt_one h₂).2 h
  have hc : z₁ / z₂ * z₂ = z₁ := div_mul_cancel₀ _ h₂.ne'
  have e : z₁ / z₂ * (A.a i + z₂ * A.b i) = z₁ / z₂ * A.a i + z₁ * A.b i := by
    rw [mul_add, ← mul_assoc, hc]
  have ha := mul_lt_mul_of_pos_right hs (A.a_pos i)
  unfold Fragment.q
  rw [e]
  linarith
```

## Both bounds on C6

On non-empty grids every term of the double sum is positive, and so is C(z) for z ≥ 0.

```lean
variable {ι κ : Type*} [Fintype ι] [Fintype κ]

/-- The C6 coefficient of two fragments on non-empty grids is positive for a non-negative gradient
coefficient. -/
theorem C6_pos [Nonempty ι] [Nonempty κ] (A : Fragment ι) (B : Fragment κ) {z : ℝ}
    (hz : 0 ≤ z) : 0 < C6 A B z := by
  refine sum_pos (fun i _ => sum_pos (fun j _ => ?_) univ_nonempty) univ_nonempty
  have hi := q_pos A hz i
  have hj := q_pos B hz j
  have hn := A.n_pos i
  have hm := B.n_pos j
  unfold kernel
  positivity
```

For the lower bound, keep s = z₁/z₂. Both s q_i(z₂) < q_i(z₁) and s p_j(z₂) < p_j(z₁) hold, so monotonicity gives

k(q_i(z₁), p_j(z₁)) < k(s q_i(z₂), s p_j(z₂))

Multiplying by s⁶ and using the scaling law,

s⁶ k(q_i(z₁), p_j(z₁)) < k(q_i(z₂), p_j(z₂))

Multiplying by n_i m_j and summing gives s⁶ C(z₁) < C(z₂). This half does not use the presence of a gradient.

For the upper bound, q_i(z₁) ≤ q_i(z₂) and p_j(z₁) ≤ p_j(z₂) because b is non-negative in both fragments. No term of the sum therefore grows. If A has a gradient at some point i₀, then q_i₀ rises strictly, and the term that pairs i₀ with any point of B falls strictly. The same argument works with the roles exchanged. One strictly smaller term makes the whole sum strictly smaller, so C(z₂) < C(z₁).

The theorem states both inequalities for `0 < z₁` and `z₁ < z₂`. The hypothesis `hb` says that some b is positive, in A or in B; with no gradient anywhere, C would not depend on z. Both grids must be non-empty, since an empty one would make C zero. In the proof, `hA` and `hB` say that no wave number shrinks, `hlt` and `hle` compare single terms, and `sum_lt_sum` combines them with the strict term at `i₀`, `j₀`.

```lean
/-- If either fragment has a gradient contribution somewhere, raising the gradient coefficient from
`z₁ > 0` to `z₂` lowers the C6 coefficient of two fragments on non-empty grids, and the new value is
more than `(z₁/z₂)^6` times the old one. -/
theorem C6_bounds [Nonempty ι] [Nonempty κ] (A : Fragment ι) (B : Fragment κ) {z₁ z₂ : ℝ}
    (h₁ : 0 < z₁) (h : z₁ < z₂) (hb : (∃ i, 0 < A.b i) ∨ (∃ j, 0 < B.b j)) :
    (z₁ / z₂) ^ 6 * C6 A B z₁ < C6 A B z₂ ∧ C6 A B z₂ < C6 A B z₁ := by
  have h₂ : 0 < z₂ := h₁.trans h
  have hs : 0 < z₁ / z₂ := div_pos h₁ h₂
  have hn : ∀ i j, 0 < A.n i * B.n j := fun i j => mul_pos (A.n_pos i) (B.n_pos j)
  constructor
  · -- lower bound: compare with wave numbers scaled down by z₁ / z₂
    unfold C6
    rw [mul_sum]
    refine sum_lt_sum_of_nonempty univ_nonempty fun i _ => ?_
    rw [mul_sum]
    refine sum_lt_sum_of_nonempty univ_nonempty fun j _ => ?_
    have hi := q_scale_lt A h₁ h i
    have hj := q_scale_lt B h₁ h j
    have hk := kernel_lt (mul_pos hs (q_pos A h₂.le i)) (mul_pos hs (q_pos B h₂.le j))
      hi.le hj.le (Or.inl hi)
    have hk' := mul_lt_mul_of_pos_left hk (pow_pos hs 6)
    rw [kernel_scale hs.ne'] at hk'
    calc (z₁ / z₂) ^ 6 * (A.n i * B.n j * kernel (A.q z₁ i) (B.q z₁ j))
        = A.n i * B.n j * ((z₁ / z₂) ^ 6 * kernel (A.q z₁ i) (B.q z₁ j)) := by ring
      _ < A.n i * B.n j * kernel (A.q z₂ i) (B.q z₂ j) := mul_lt_mul_of_pos_left hk' (hn i j)
  · -- upper bound: no term grows, and a term with a gradient falls strictly
    have hA : ∀ i, A.q z₁ i ≤ A.q z₂ i := fun i => by
      have := mul_le_mul_of_nonneg_right h.le (A.b_nonneg i)
      unfold Fragment.q
      linarith
    have hB : ∀ j, B.q z₁ j ≤ B.q z₂ j := fun j => by
      have := mul_le_mul_of_nonneg_right h.le (B.b_nonneg j)
      unfold Fragment.q
      linarith
    have hlt : ∀ i j, (A.q z₁ i < A.q z₂ i ∨ B.q z₁ j < B.q z₂ j) →
        A.n i * B.n j * kernel (A.q z₂ i) (B.q z₂ j)
          < A.n i * B.n j * kernel (A.q z₁ i) (B.q z₁ j) := fun i j hij =>
      mul_lt_mul_of_pos_left
        (kernel_lt (q_pos A h₁.le i) (q_pos B h₁.le j) (hA i) (hB j) hij) (hn i j)
    have hle : ∀ i j, A.n i * B.n j * kernel (A.q z₂ i) (B.q z₂ j)
        ≤ A.n i * B.n j * kernel (A.q z₁ i) (B.q z₁ j) := fun i j => by
      by_cases hij : A.q z₁ i < A.q z₂ i ∨ B.q z₁ j < B.q z₂ j
      · exact (hlt i j hij).le
      · rw [not_or, not_lt, not_lt] at hij
        rw [le_antisymm (hA i) hij.1, le_antisymm (hB j) hij.2]
    obtain ⟨i₀, j₀, h₀⟩ : ∃ i j, A.q z₁ i < A.q z₂ i ∨ B.q z₁ j < B.q z₂ j := by
      rcases hb with ⟨i, hi⟩ | ⟨j, hj⟩
      · refine ⟨i, Classical.arbitrary κ, Or.inl ?_⟩
        have := mul_lt_mul_of_pos_right h hi
        unfold Fragment.q
        linarith
      · refine ⟨Classical.arbitrary ι, j, Or.inr ?_⟩
        have := mul_lt_mul_of_pos_right h hj
        unfold Fragment.q
        linarith
    exact sum_lt_sum (fun i _ => sum_le_sum fun j _ => hle i j)
      ⟨i₀, mem_univ _, sum_lt_sum (fun j _ => hle i₀ j) ⟨j₀, mem_univ _, hlt i₀ j₀ h₀⟩⟩
```

For two identical fragments, B is a copy of A. The sum then runs over all ordered pairs, including i = j, because the two points belong to different copies. A point with a gradient already shows that the grid is non-empty.

```lean
/-- The bounds of `C6_bounds` for the C6 coefficient of a fragment with its own copy, if the
fragment has a gradient contribution somewhere. -/
theorem C6_self_bounds (A : Fragment ι) {z₁ z₂ : ℝ} (h₁ : 0 < z₁) (h : z₁ < z₂)
    (hb : ∃ i, 0 < A.b i) :
    (z₁ / z₂) ^ 6 * C6 A A z₁ < C6 A A z₂ ∧ C6 A A z₂ < C6 A A z₁ := by
  have : Nonempty ι := ⟨hb.choose⟩
  exact C6_bounds A A h₁ h (Or.inl hb)
```

Here is an example with two points of unit weight, in arbitrary units: a = (1, 1), b = (0, 1), z₁ = 1 and z₂ = 2. The wave numbers are (1, 2) at z₁ and (1, 3) at z₂. Then

C(1) = k(1,1) + 2 k(1,2) + k(2,2) = 1/2 + 2/20 + 1/128 ≈ 0.6078

C(2) = k(1,1) + 2 k(1,3) + k(3,3) = 1/2 + 2/90 + 1/1458 ≈ 0.5229

The lower bound is C(1)/64 ≈ 0.0095, and indeed 0.0095 < 0.5229 < 0.6078. The point without a gradient dominates the sum, which keeps C(2) close to the upper bound.

## One-point fragments that approach either bound

Choose any s with z₁/z₂ < s < 1. Take a single point with n = 1 and b = 1, and set

a = (s z₂ − z₁) / (1 − s)

This is positive, and rearranging it gives a + z₁ = s (a + z₂), that is, q(z₁) = s q(z₂). By the scaling law,

C(z₂) = k(q(z₂), q(z₂)) = s⁶ k(s q(z₂), s q(z₂)) = s⁶ C(z₁)

Since s may lie as close as desired to z₁/z₂ or to 1, neither factor in the bounds can be replaced by a tighter one that depends on z₁ and z₂ alone. The type `Unit` is the one-point grid, and `hq` is the relation between the two wave numbers.

```lean
/-- For positive `z₁`, `z₂` and every `s` strictly between `z₁/z₂` and `1`, there is a one-point
fragment with a gradient contribution whose C6 coefficient with its own copy at `z₂` is exactly
`s^6` times the one at `z₁`. -/
theorem C6_bounds_sharp {z₁ z₂ s : ℝ} (h₁ : 0 < z₁) (h₂ : 0 < z₂) (hs : z₁ / z₂ < s)
    (hs1 : s < 1) : ∃ A : Fragment Unit, 0 < A.b () ∧ C6 A A z₂ = s ^ 6 * C6 A A z₁ := by
  have hs0 : 0 < s := (div_pos h₁ h₂).trans hs
  have hd : 0 < 1 - s := sub_pos.2 hs1
  have hz : z₁ < s * z₂ := (div_lt_iff₀ h₂).1 hs
  -- choose the gradient-free part so that q(z₁) = s q(z₂)
  obtain ⟨a, ha, hae⟩ : ∃ a : ℝ, 0 < a ∧ a * (1 - s) = s * z₂ - z₁ :=
    ⟨(s * z₂ - z₁) / (1 - s), div_pos (sub_pos.2 hz) hd, div_mul_cancel₀ _ hd.ne'⟩
  have hq : a + z₁ * 1 = s * (a + z₂ * 1) := by linear_combination hae
  refine ⟨⟨fun _ => 1, fun _ => a, fun _ => 1, fun _ => one_pos, fun _ => ha,
    fun _ => zero_le_one⟩, one_pos, ?_⟩
  simp only [C6, Fragment.q, univ_unique, sum_singleton, one_mul]
  rw [hq, kernel_scale hs0.ne']
```

## From vdW-DF1 to vdW-DF2

The gradient coefficient is z = −Z_ab/9, where Z_ab is the parameter that fixes the gradient correction in the local wave number. The value of Z_ab is −0.8491 in vdW-DF1 and −1.887 in vdW-DF2, so

(z₁/z₂)⁶ = (0.8491/1.887)⁶ ≈ 0.0083 > 0.008

Because C(z₁) is positive, the general lower bound implies the one with 0.008. At fixed densities with a gradient somewhere, the vdW-DF2 value of C6 thus lies strictly between 0.008 times the vdW-DF1 value and the vdW-DF1 value itself. The interval is wide because it has to hold for every fragment of the model, including those where the gradient part dominates q everywhere.

```lean
/-- If either fragment has a gradient contribution somewhere, going from the vdW-DF1 gradient
coefficient `0.8491/9` to the vdW-DF2 value `1.887/9` lowers the C6 coefficient of two fragments on
non-empty grids, and the new value is more than 0.008 times the old one. -/
theorem C6_vdWDF1_vdWDF2 [Nonempty ι] [Nonempty κ] (A : Fragment ι) (B : Fragment κ)
    (hb : (∃ i, 0 < A.b i) ∨ (∃ j, 0 < B.b j)) :
    0.008 * C6 A B (0.8491 / 9) < C6 A B (1.887 / 9) ∧
      C6 A B (1.887 / 9) < C6 A B (0.8491 / 9) := by
  have hC : 0 < C6 A B (0.8491 / 9) := C6_pos A B (by norm_num)
  obtain ⟨hl, hu⟩ := C6_bounds A B (z₁ := 0.8491 / 9) (z₂ := 1.887 / 9)
    (by norm_num) (by norm_num) hb
  have hr : (0.008 : ℝ) < (0.8491 / 9 / (1.887 / 9)) ^ 6 := by norm_num
  exact ⟨(mul_lt_mul_of_pos_right hr hC).trans hl, hu⟩

end

end VdWDFGradientCoefficient
```

```lean
#print axioms VdWDFGradientCoefficient.C6_self_bounds
#print axioms VdWDFGradientCoefficient.C6_bounds_sharp
#print axioms VdWDFGradientCoefficient.C6_vdWDF1_vdWDF2
```

```
'VdWDFGradientCoefficient.C6_self_bounds' depends on axioms: [propext, Classical.choice, Quot.sound]
'VdWDFGradientCoefficient.C6_bounds_sharp' depends on axioms: [propext, Classical.choice, Quot.sound]
'VdWDFGradientCoefficient.C6_vdWDF1_vdWDF2' depends on axioms: [propext, Classical.choice, Quot.sound]
```
